# The density f² of a positive C² solution f of the radial Euler equation with Weizsäcker weight λ has logarithmic slope −2Z/λ at the nucleus when the remaining potential is bounded

**Q:** After an all-electron orbital-free run on an atom, I extrapolate the logarithmic slope of the density, n'(0)/n(0), to the nucleus to check the radial grid. I compare it with −2Z. With Weizsäcker weight λ = 1/5 the two disagree badly. Is my grid at fault?

**A:** Your target is. For a spherical atom in this orbital-free model, with a point nucleus and no other singular potential, the slope to compare with is −2Z/λ, which is −10Z in your case. A converged density should miss Kato's value there.

**Q:** Derive that for me before you show me any code.

**A:** In Hartree atomic units, write the density as n = f², with f the radial amplitude, r the distance from the nucleus and Z the nuclear charge. The Weizsäcker energy is then (λ/2)∫|∇f|², and varying f gives

−(λ/2)(f'' + 2f'/r) − (Z/r) f + w f = 0.

Here w collects everything except the Weizsäcker term and the nuclear attraction: the Hartree potential, the local kinetic and exchange terms, and minus the chemical potential. Multiply by r:

−(λ/2)(r f'' + 2f') − Z f + r w f = 0.

Now let r → 0+. Since f, f' and f'' are continuous up to the nucleus, r f'' vanishes. If |w| ≤ B, then |r w| ≤ B r, so that term vanishes too. What remains is

λ f'(0) = −Z f(0).

The product rule gives n'(0) = 2 f(0) f'(0). Dividing by n(0) = f(0)² > 0,

n'(0)/n(0) = 2 f'(0)/f(0) = −2Z/λ.

Kato's condition n'(0) = −2Z n(0) therefore requires Z(λ − 1) = 0. For Z ≠ 0 that means λ = 1.

**Q:** Fine. My doubt is whether the formal version speaks about the same objects. What is a C² amplitude there?

```lean
import Mathlib

open Filter Set Topology

namespace WeizsaeckerCusp

noncomputable section

/-- The radial amplitude `f` is twice continuously differentiable on `[0,1]`, with first and
second derivatives `f'` and `f''` (one-sided at the end points). -/
structure IsC2 (f f' f'' : ℝ → ℝ) : Prop where
  first : ∀ r ∈ Icc (0 : ℝ) 1, HasDerivWithinAt f (f' r) (Icc 0 1) r
  second : ∀ r ∈ Icc (0 : ℝ) 1, HasDerivWithinAt f' (f'' r) (Icc 0 1) r
  cont : ContinuousOn f'' (Icc 0 1)
```

**A:** It is three real functions tied together by `IsC2`: `f'` is the derivative of `f` on [0,1], `f''` is the derivative of `f'`, and `f''` is continuous. At the end points the derivatives are one-sided, which suits a radial function. The length unit is the bohr, so the interval reaches one bohr from the nucleus.

**Q:** And the density and the equation?

```lean
/-- The electron density `n = f²`. -/
def density (f : ℝ → ℝ) (r : ℝ) : ℝ := f r ^ 2

/-- Left side of the radial Euler equation with Weizsaecker weight `lam`, nuclear charge `Z`
and remaining potential `w`, for `r ≠ 0`. -/
def radialEuler (lam Z : ℝ) (w f f' f'' : ℝ → ℝ) (r : ℝ) : ℝ :=
  -(lam / 2) * (f'' r + 2 * f' r / r) - Z / r * f r + w r * f r

/-- The radial Euler equation holds for `0 < r < 1`. -/
def SolvesEuler (lam Z : ℝ) (w f f' f'' : ℝ → ℝ) : Prop :=
  ∀ r ∈ Ioo (0 : ℝ) 1, radialEuler lam Z w f f' f'' r = 0
```

**A:** `density` is f², with no normalisation imposed; a constant factor would cancel from the slope ratio anyway. `radialEuler` is the left side of the equation above, with `lam` for λ. `SolvesEuler` requires it to vanish only for 0 < r < 1, so the value Lean assigns to division by zero never enters.

**Q:** Boundedness of w does a lot of work. Is it physics or convenience?

```lean
/-- The potential `w` is bounded for `0 < r < 1`. -/
def BoundedPotential (w : ℝ → ℝ) : Prop :=
  ∃ B : ℝ, ∀ r ∈ Ioo (0 : ℝ) 1, |w r| ≤ B
```

**A:** It is an assumption: apart from the bare nuclear term, nothing in the potential may diverge at the nucleus, whether as 1/r or more slowly. The Hartree potential of an ordinary atomic density meets it. A gradient-corrected exchange potential may not, because it generally contains ∇²n, which behaves like 2n'(0)/r at a cusp. In that case the theorem doesn't apply to your calculation.

**Q:** Does the file prove Kato's theorem, then?

```lean
/-- Kato's cusp condition `n'(0) = -2 Z n(0)` for a radial density on `[0,1]`. -/
def KatoCusp (Z : ℝ) (n : ℝ → ℝ) : Prop :=
  derivWithin n (Icc 0 1) 0 = -2 * Z * n 0
```

**A:** No. Kato's theorem concerns exact eigenfunctions of interacting electrons in Coulomb fields. `KatoCusp` merely names the resulting condition on a radial density, and the file asks when the model density meets it. The slope is `derivWithin`, the derivative taken inside [0,1].

**Q:** Now the limit. How does the proof take r → 0+?

```lean
/-- A function continuous on `[0,1]` tends to its value at the nucleus as `r → 0+`. -/
theorem tendsto_nucleus {g : ℝ → ℝ} (hg : ContinuousOn g (Icc 0 1)) :
    Tendsto g (𝓝[>] 0) (𝓝 (g 0)) := by
  rw [← nhdsWithin_Ioo_eq_nhdsGT (zero_lt_one' ℝ)]
  exact (hg 0 (by simp)).mono Ioo_subset_Icc_self

/-- If `r w(r) → 0` at the nucleus, a C² solution `f` of the Euler equation satisfies `lam f'(0) =
-Z f(0)`. -/
theorem amplitude_cusp {lam Z : ℝ} {w f f' f'' : ℝ → ℝ} (hf : IsC2 f f' f'')
    (hw : Tendsto (fun r => r * w r) (𝓝[>] 0) (𝓝 0))
    (hE : SolvesEuler lam Z w f f' f'') : lam * f' 0 = -Z * f 0 := by
  have t0 := tendsto_nucleus (fun r hr => (hf.first r hr).continuousWithinAt)
  have t1 := tendsto_nucleus (fun r hr => (hf.second r hr).continuousWithinAt)
  have t2 := tendsto_nucleus hf.cont
  have tr : Tendsto (fun r : ℝ => r) (𝓝[>] 0) (𝓝 0) :=
    tendsto_nucleus (g := fun r => r) continuousOn_id
  -- the Euler equation multiplied by `r` has a limit at the nucleus
  have hlim : Tendsto (fun r => -(lam / 2) * (r * f'' r + 2 * f' r) - Z * f r
      + (r * w r) * f r) (𝓝[>] 0)
      (𝓝 (-(lam / 2) * (0 * f'' 0 + 2 * f' 0) - Z * f 0 + 0 * f 0)) :=
    ((((tr.mul t2).add (t1.const_mul 2)).const_mul (-(lam / 2))).sub
      (t0.const_mul Z)).add (hw.mul t0)
  have hzero : Tendsto (fun r => -(lam / 2) * (r * f'' r + 2 * f' r) - Z * f r
      + (r * w r) * f r) (𝓝[>] 0) (𝓝 0) := by
    refine tendsto_const_nhds.congr' ?_
    filter_upwards [Ioo_mem_nhdsGT (zero_lt_one' ℝ)] with r hr
    have h := hE r hr
    have e : r * r⁻¹ = 1 := mul_inv_cancel₀ hr.1.ne'
    simp only [radialEuler, div_eq_mul_inv] at h ⊢
    linear_combination -r * h - (lam * f' r + Z * f r) * e
  have h := tendsto_nhds_unique hlim hzero
  linear_combination -h
```

**A:** `tendsto_nucleus` turns continuity on [0,1] into a limit from the right. `amplitude_cusp` applies it to f, f' and f'', then looks at the equation multiplied by r. `hlim` computes its limit term by term. `hzero` says the same expression tends to 0, because it equals 0 throughout (0,1); the `linear_combination` there is the multiplication by r, with r·r⁻¹ = 1 used to clear the denominators.

**Q:** So one expression has two limits. Where is the conclusion drawn?

**A:** In `tendsto_nhds_unique`, the device on which the proof turns. It says that a function cannot tend to two different points of a Hausdorff space such as ℝ along a nontrivial filter. The filter here is `𝓝[>] 0`, which describes behaviour at arbitrarily small positive r and ignores r = 0 itself. It is nontrivial because there are positive numbers as close to 0 as you like, and Lean finds that fact automatically. Equating the two limits gives −λ f'(0) − Z f(0) = 0. An equation that holds only away from the nucleus thus fixes a derivative at the nucleus.

**Q:** That lemma assumes r w(r) → 0, not boundedness.

```lean
/-- A bounded potential satisfies `r w(r) → 0` at the nucleus. -/
theorem BoundedPotential.tendsto {w : ℝ → ℝ} (hw : BoundedPotential w) :
    Tendsto (fun r => r * w r) (𝓝[>] 0) (𝓝 0) := by
  obtain ⟨B, hB⟩ := hw
  have hlin : Tendsto (fun r : ℝ => r * B) (𝓝[>] 0) (𝓝 0) := by
    have h := tendsto_nucleus (g := fun r => r * B) (by fun_prop)
    simpa only [zero_mul] using h
  refine squeeze_zero_norm' ?_ hlin
  filter_upwards [Ioo_mem_nhdsGT (zero_lt_one' ℝ)] with r hr
  rw [Real.norm_eq_abs, abs_mul, abs_of_pos hr.1]
  exact mul_le_mul_of_nonneg_left (hB r hr) hr.1.le
```

**A:** Yes, it is slightly more general. This lemma supplies the link by squeezing |r w(r)| under r B.

**Q:** And the passage from amplitude to density?

```lean
/-- The slope of the density at the nucleus is `n'(0) = 2 f(0) f'(0)`. -/
theorem density_slope {f f' f'' : ℝ → ℝ} (hf : IsC2 f f' f'') :
    derivWithin (density f) (Icc 0 1) 0 = 2 * f 0 * f' 0 := by
  have hm : (0 : ℝ) ∈ Icc (0 : ℝ) 1 := by simp
  have e : density f = f * f := by
    funext r
    simp [density, sq]
  have h := ((hf.first 0 hm).mul (hf.first 0 hm)).derivWithin
    (uniqueDiffOn_Icc (zero_lt_one' ℝ) 0 hm)
  rw [e, h]
  ring
```

**A:** That is the product rule. `uniqueDiffOn_Icc` guarantees that the one-sided derivative at the end point is unique, so `derivWithin` returns the slope you expect.

**Q:** Then show me the main statement.

```lean
/-- If `lam > 0`, the remaining potential is bounded and a C² solution of the Euler equation has
`f(0) > 0`, then its density `n = f²` satisfies `n'(0)/n(0) = -2Z/lam`; for `Z ≠ 0` this is Kato's
cusp exactly when `lam = 1`. -/
theorem weizsaecker_cusp {lam Z : ℝ} {w f f' f'' : ℝ → ℝ} (hlam : 0 < lam)
    (hf : IsC2 f f' f'') (h0 : 0 < f 0) (hw : BoundedPotential w)
    (hE : SolvesEuler lam Z w f f' f'') :
    derivWithin (density f) (Icc 0 1) 0 / density f 0 = -2 * Z / lam ∧
      (Z ≠ 0 → (KatoCusp Z (density f) ↔ lam = 1)) := by
  have hb := amplitude_cusp hf hw.tendsto hE
  unfold KatoCusp
  rw [density_slope hf]
  unfold density
  refine ⟨?_, fun hZ => ⟨fun h => ?_, fun h => ?_⟩⟩
  · rw [div_eq_div_iff (pow_ne_zero 2 h0.ne') hlam.ne']
    linear_combination 2 * f 0 * hb
  · have h1 : (lam - 1) * (Z * f 0 ^ 2) = 0 := by
      linear_combination lam / 2 * h - f 0 * hb
    have h2 := (mul_eq_zero.mp h1).resolve_right (mul_ne_zero hZ (pow_ne_zero 2 h0.ne'))
    linarith
  · rw [h] at hb
    linear_combination 2 * f 0 * hb
```

**A:** In words: let λ > 0, let f be C² on [0,1] with f(0) > 0, let w be bounded, and let the Euler equation hold for 0 < r < 1. Then n'(0)/n(0) = −2Z/λ, and if Z ≠ 0, Kato's condition holds exactly when λ = 1. Z may be any real number; at Z = 0 the slope is zero for every λ, which is why the second part excludes it.

The proof substitutes the density slope and cross-multiplies for the ratio. For the equivalence it derives (λ − 1) Z f(0)² = 0 and cancels the nonzero factor Z f(0)². The reverse direction sets λ = 1 in the amplitude condition.

**Q:** Suppose I go the other way: I have a density and invert the equation for the potential. Does the cusp matter there?

```lean
/-- A positive C² amplitude solves the Euler equation for some bounded potential if and only if `lam
f'(0) = -Z f(0)`. -/
theorem bounded_potential_iff {lam Z : ℝ} {f f' f'' : ℝ → ℝ} (hf : IsC2 f f' f'')
    (hpos : ∀ r ∈ Icc (0 : ℝ) 1, 0 < f r) :
    (∃ w, BoundedPotential w ∧ SolvesEuler lam Z w f f' f'') ↔ lam * f' 0 = -Z * f 0 := by
  refine ⟨fun ⟨w, hw, hE⟩ => amplitude_cusp hf hw.tendsto hE, fun hb => ?_⟩
  have c0 : ContinuousOn f (Icc 0 1) := fun r hr => (hf.first r hr).continuousWithinAt
  have c1 : ContinuousOn f' (Icc 0 1) := fun r hr => (hf.second r hr).continuousWithinAt
  have c2 := hf.cont
  obtain ⟨C, hC⟩ := isCompact_Icc.exists_bound_of_continuousOn
    ((c2.const_mul lam).add (c1.const_mul Z))
  obtain ⟨D, hD⟩ := isCompact_Icc.exists_bound_of_continuousOn (c2.const_mul (lam / 2))
  obtain ⟨M, hM⟩ := isCompact_Icc.exists_bound_of_continuousOn
    (c0.inv₀ (fun r hr => (hpos r hr).ne'))
  -- invert the Euler equation for the potential
  refine ⟨fun r => (lam / 2 * f'' r + (lam * f' r + Z * f r) / r) * (f r)⁻¹,
    ⟨(D + C) * M, fun r hr => ?_⟩, fun r hr => ?_⟩
  · have hr' := Ioo_subset_Icc_self hr
    -- the numerator of the `1/r` term vanishes at least linearly
    have hg : ‖(lam * f' r + Z * f r) - (lam * f' 0 + Z * f 0)‖ ≤ C * ‖r - 0‖ :=
      Convex.norm_image_sub_le_of_norm_hasDerivWithin_le
        (f := fun x => lam * f' x + Z * f x) (f' := fun x => lam * f'' x + Z * f' x)
        (fun x hx => ((hf.second x hx).const_mul lam).fun_add ((hf.first x hx).const_mul Z))
        hC (convex_Icc 0 1) (by simp) hr'
    have hz : lam * f' 0 + Z * f 0 = 0 := by linear_combination hb
    rw [hz, sub_zero, sub_zero, Real.norm_eq_abs, Real.norm_eq_abs, abs_of_pos hr.1] at hg
    have hq : |(lam * f' r + Z * f r) / r| ≤ C := by
      rw [abs_div, abs_of_pos hr.1, div_le_iff₀ hr.1]
      exact hg
    have hs : |lam / 2 * f'' r + (lam * f' r + Z * f r) / r| ≤ D + C :=
      (norm_add_le _ _).trans (add_le_add (hD r hr') hq)
    rw [abs_mul]
    exact mul_le_mul hs (hM r hr') (abs_nonneg _) ((abs_nonneg _).trans hs)
  · have e : (f r)⁻¹ * f r = 1 := inv_mul_cancel₀ (hpos r (Ioo_subset_Icc_self hr)).ne'
    simp only [radialEuler]
    linear_combination (lam / 2 * f'' r + (lam * f' r + Z * f r) / r) * e
```

**A:** Very much. For an amplitude that is positive on all of [0,1], a bounded w exists if and only if λ f'(0) = −Z f(0). Feed in a density with Kato's cusp while λ ≠ 1 and Z ≠ 0, and no bounded potential will reproduce it.

One direction is the lemma we already have. For the other, solve the equation for w:

w = [(λ/2) f'' + (λ f' + Z f)/r] / f.

Call g = λ f' + Z f. The condition says g(0) = 0, and g' = λ f'' + Z f' is bounded by some C because it is continuous on a closed interval. The mean value inequality gives |g(r)| ≤ C r, so g/r is bounded by C. With D bounding (λ/2) f'' and M bounding 1/f, we get |w| ≤ (D + C) M. The last lines of the proof put this w back into the equation.

**Q:** My w depends on the density through the Thomas-Fermi and Dirac terms. Is that covered?

```lean
/-- Thomas-Fermi term `a n^(2/3)`, Dirac exchange term `-b n^(1/3)` and a further
potential `v`. -/
def tfdPotential (a b : ℝ) (v f : ℝ → ℝ) (r : ℝ) : ℝ :=
  (a * density f r ^ (2 / 3 : ℝ) - b * density f r ^ (1 / 3 : ℝ)) + v r

/-- In Thomas-Fermi-Dirac-Weizsaecker theory with `lam > 0` and bounded `v`, the density of a C²
solution with `f(0) > 0` obeys `n'(0)/n(0) = -2Z/lam` for all strengths `a` and `b` of the local
terms. -/
theorem tfdw_cusp {lam Z a b : ℝ} {v f f' f'' : ℝ → ℝ} (hlam : 0 < lam)
    (hf : IsC2 f f' f'') (h0 : 0 < f 0) (hv : BoundedPotential v)
    (hE : SolvesEuler lam Z (tfdPotential a b v f) f f' f'') :
    derivWithin (density f) (Icc 0 1) 0 / density f 0 = -2 * Z / lam := by
  have c0 : ContinuousOn f (Icc 0 1) := fun r hr => (hf.first r hr).continuousWithinAt
  have cn : ContinuousOn (density f) (Icc 0 1) := c0.pow 2
  have p1 : ContinuousOn (fun r => density f r ^ (2 / 3 : ℝ)) (Icc 0 1) :=
    cn.rpow_const (fun _ _ => Or.inr (by norm_num))
  have p2 : ContinuousOn (fun r => density f r ^ (1 / 3 : ℝ)) (Icc 0 1) :=
    cn.rpow_const (fun _ _ => Or.inr (by norm_num))
  -- the local terms are continuous, hence bounded
  obtain ⟨A, hA⟩ := isCompact_Icc.exists_bound_of_continuousOn
    ((p1.const_mul a).sub (p2.const_mul b))
  obtain ⟨B, hB⟩ := hv
  have hw : BoundedPotential (tfdPotential a b v f) :=
    ⟨A + B, fun r hr => (norm_add_le _ _).trans
      (add_le_add (hA r (Ioo_subset_Icc_self hr)) (hB r hr))⟩
  exact (weizsaecker_cusp hlam hf h0 hw hE).1
```

**A:** It is, since the equation is only ever evaluated at the solution f. In `tfdPotential`, `a` sets the strength of the Thomas-Fermi kinetic potential, the local cost of Pauli exclusion, and `b` that of Dirac exchange in a uniform gas. The usual values are a = ½(3π²)^(2/3) and b = (3/π)^(1/3), but the theorem allows any real numbers. The remainder `v` holds the Hartree potential minus the chemical potential and must be bounded.

The proof notes that n^(2/3) and n^(1/3) are continuous on [0,1], hence bounded, adds the bound on `v`, and calls the main theorem. Changing the local terms can change n(0), but not the ratio n'(0)/n(0).

**Q:** Last doubt: does anything satisfy all these hypotheses at once?

```lean
/-- The exponential amplitude `exp(-k r)`. -/
def orbital (k r : ℝ) : ℝ := Real.exp (-k * r)

/-- The amplitude `exp(-Z r/lam)` is C², positive at the nucleus, and solves the Euler equation
with the constant potential `Z²/(2 lam)`. -/
theorem weizsaecker_cusp_witness {lam : ℝ} (Z : ℝ) (hlam : 0 < lam) :
    IsC2 (orbital (Z / lam)) (fun r => -(Z / lam) * orbital (Z / lam) r)
        (fun r => (Z / lam) ^ 2 * orbital (Z / lam) r) ∧
      0 < orbital (Z / lam) 0 ∧ BoundedPotential (fun _ => Z ^ 2 / (2 * lam)) ∧
      SolvesEuler lam Z (fun _ => Z ^ 2 / (2 * lam)) (orbital (Z / lam))
        (fun r => -(Z / lam) * orbital (Z / lam) r)
        (fun r => (Z / lam) ^ 2 * orbital (Z / lam) r) := by
  have hd : ∀ k r : ℝ, HasDerivAt (orbital k) (-k * orbital k r) r := by
    intro k r
    have h := ((hasDerivAt_id' r).const_mul (-k)).exp
    exact h.congr_deriv (by unfold orbital; ring)
  refine ⟨⟨fun r _ => (hd _ r).hasDerivWithinAt, fun r _ => ?_, ?_⟩, Real.exp_pos _,
    ⟨|Z ^ 2 / (2 * lam)|, fun _ _ => le_rfl⟩, fun r _ => ?_⟩
  · exact (((hd (Z / lam) r).const_mul (-(Z / lam))).congr_deriv (by ring)).hasDerivWithinAt
  · unfold orbital
    fun_prop
  · have e : lam * (Z / lam) = Z := mul_div_cancel₀ Z hlam.ne'
    simp only [radialEuler]
    linear_combination
      (orbital (Z / lam) r / r - Z / lam * orbital (Z / lam) r / 2) * e

end

end WeizsaeckerCusp
```

**A:** For every λ > 0 and every Z, the amplitude f = exp(−Zr/λ) does. Its derivatives are f' = −(Z/λ) f and f'' = (Z/λ)² f. The two 1/r terms cancel, leaving

w = Z²/(2λ).

For λ = 1 and Z > 0 this is the hydrogen-like 1s state, with w equal to minus its energy. The file's amplitude has f(0) = 1; for one electron in all space and Z > 0, multiply it by √(k³/π) with k = Z/λ.

**Q:** So what am I still taking on trust when I use −2Z/λ as my target?

**A:** That your self-consistent solution exists, is spherical, has a positive amplitude at the nucleus and is as smooth near it as `IsC2` demands, and that the remaining potential is bounded. The file takes all this as given and doesn't derive it from the energy functional. If your code uses a pseudopotential or a finite nucleus, the −Z/r term is altered near r = 0 and you need a different target.

```lean
#print axioms WeizsaeckerCusp.weizsaecker_cusp
#print axioms WeizsaeckerCusp.bounded_potential_iff
#print axioms WeizsaeckerCusp.tfdw_cusp
```

```
'WeizsaeckerCusp.weizsaecker_cusp' depends on axioms: [propext, Classical.choice, Quot.sound]
'WeizsaeckerCusp.bounded_potential_iff' depends on axioms: [propext, Classical.choice, Quot.sound]
'WeizsaeckerCusp.tfdw_cusp' depends on axioms: [propext, Classical.choice, Quot.sound]
```
